# Orthonormal Wannier translates and their hoppings for one band on a finite ring

Take a ring of two cells with orthonormal Bloch states $\psi_0,\psi_1$. Let translation by one cell, $T$, act as $T\psi_0=\psi_0$ and $T\psi_1=-\psi_1$, and let the Hamiltonian act as $H\psi_k=E_k\psi_k$. The Wannier function and its translate are

$$a=\frac{\psi_0+\psi_1}{\sqrt2},\qquad Ta=\frac{\psi_0-\psi_1}{\sqrt2}.$$

Both have norm one, and their overlap is $(1-1)/2=0$ because the phases cancel. The same phases turn the energies into an on-site term $\langle a,Ha\rangle=(E_0+E_1)/2$ and a hopping $\langle a,HTa\rangle=(E_0-E_1)/2$.

## A finite ring fixes the phases

For $N$ cells, put $w=e^{2\pi i/N}$. The hypothesis `[NeZero N]` says that there is at least one cell; without it there is no home cell and $w$ has no meaning. Momenta are labelled by `ZMod N`, and `k.val` is the representative in $0,\dots,N-1$. The states live in any complex inner product space `V`. An `orbital` is $\phi=\sum_k c_k\psi_k$, and `wannier` is $a=N^{-1/2}\sum_k\psi_k$.

In Lean 4 with Mathlib:

```lean
import Mathlib

open scoped InnerProductSpace ComplexConjugate

namespace WannierTranslates

noncomputable section

/-- The elementary lattice phase `w = exp(2πi/N)` of a ring of `N` cells, for `N ≠ 0`. -/
def latticePhase (N : ℕ) : ℂ := Complex.exp (2 * Real.pi * Complex.I / N)

variable {N : ℕ} [NeZero N] {V : Type*} [NormedAddCommGroup V] [InnerProductSpace ℂ V]

/-- The orbital `∑ₖ cₖ ψₖ` with Bloch coefficients `cₖ`. -/
def orbital (ψ : ZMod N → V) (c : ZMod N → ℂ) : V := ∑ k, c k • ψ k

/-- The Wannier function `a = N^(-1/2) ∑ₖ ψₖ` of the home cell. -/
def wannier (ψ : ZMod N → V) : V := ((1 / √(N : ℝ) : ℝ) : ℂ) • ∑ k, ψ k
```

Finiteness enters through one sum. For an integer $d$ let $z=w^d$, so $z^N=1$. If $N$ divides $d$, then $z=1$ and $\sum_{i=0}^{N-1}z^i=N$. Otherwise $z\neq1$, and the sum is $(z^N-1)/(z-1)=0$. The proof splits into the same cases, using that $w$ is a primitive $N$th root of unity.

```lean
/-- The sum of the phases `w^(i d)` over `i = 0, …, N-1` is `N` if `N` divides `d`,
and zero otherwise. -/
theorem sum_latticePhase (N : ℕ) [NeZero N] (d : ℤ) :
    ∑ i ∈ Finset.range N, latticePhase N ^ ((i : ℤ) * d)
      = if (N : ℤ) ∣ d then (N : ℂ) else 0 := by
  have hp : IsPrimitiveRoot (latticePhase N) N :=
    Complex.isPrimitiveRoot_exp N (NeZero.ne N)
  have e : ∀ i : ℕ, latticePhase N ^ ((i : ℤ) * d) = (latticePhase N ^ d) ^ i := by
    intro i
    rw [mul_comm, zpow_mul, zpow_natCast]
  simp only [e]
  split_ifs with h
  · rw [(hp.zpow_eq_one_iff_dvd d).mpr h]
    simp
  · -- a geometric series whose ratio is a nontrivial root of unity
    have h1 : latticePhase N ^ d ≠ 1 := fun h' => h ((hp.zpow_eq_one_iff_dvd d).mp h')
    have hN : (latticePhase N ^ d) ^ N = 1 := by
      rw [← zpow_natCast, ← zpow_mul, mul_comm, zpow_mul, zpow_natCast, hp.pow_eq_one,
        one_zpow]
    rw [geom_sum_eq h1, hN]
    simp
```

## Bloch states are translation eigenstates

The hypothesis `hT`, $T\psi_k=w^k\psi_k$, is Bloch's condition with periodic boundaries, and it fixes the sign convention for $k$. If $T$ shifts functions forward, $(Tf)(x)=f(x-1)$ with the cell length as unit, a Bloch wave $e^{i\kappa x}u(x)$ with cell-periodic $u$ has $\kappa=-2\pi k/N$ up to multiples of $2\pi$. Repeating it gives $T^R\psi_k=w^{kR}\psi_k$, so by linearity

$$T^R\phi=\sum_k w^{kR}c_k\psi_k.$$

The lemma does this by induction on $R$. `T` is only a linear map: with orthonormal $\psi_k$, its unitarity on their span follows from the phases. Without `hT` the translates need not differ: if $T$ were the identity and $N\ge2$, they would all coincide.

```lean
/-- If `T ψₖ = w^k ψₖ`, translating an orbital by `R` cells multiplies its Bloch
coefficients by `w^(kR)`. -/
theorem translate_orbital {ψ : ZMod N → V} {T : Module.End ℂ V}
    (hT : ∀ k, T (ψ k) = latticePhase N ^ k.val • ψ k) (c : ZMod N → ℂ) (R : ℕ) :
    (T ^ R) (orbital ψ c) = orbital ψ (fun k => latticePhase N ^ (k.val * R) * c k) := by
  have h : ∀ k, (T ^ R) (ψ k) = latticePhase N ^ (k.val * R) • ψ k := by
    intro k
    induction R with
    | zero => simp
    | succ n ih =>
      rw [pow_succ', Module.End.mul_apply, ih, map_smul, hT, smul_smul, ← pow_add, mul_add,
        mul_one]
  unfold orbital
  rw [map_sum]
  refine Finset.sum_congr rfl fun k _ => ?_
  rw [map_smul, h, smul_smul, mul_comm]
```

## Bloch states are orthonormal

The hypothesis `hψ` removes all cross terms between momenta. Since $\overline w=w^{-1}$ and the inner product is conjugate-linear in its first argument,

$$\langle T^R\phi,T^S\phi\rangle=\sum_k\overline{w^{kR}c_k}\,w^{kS}c_k=\sum_k|c_k|^2w^{k(S-R)}.$$

In the proof, `hψ.inner_sum` performs the collapse to one sum. Without orthogonality the two-cell $a$ has $\|a\|^2=1+\mathrm{Re}\,\langle\psi_0,\psi_1\rangle$ for unit vectors $\psi_k$, which need not be one when $T$ is merely linear. A physical translation is unitary, which makes states with different phases orthogonal automatically; `hψ` then adds only their normalisation.

```lean
/-- For orthonormal `ψₖ` with `T ψₖ = w^k ψₖ`, the overlap of two translates of an orbital
is the Fourier sum of its Bloch weights `|cₖ|²` at the separation `S - R`. -/
theorem inner_translates {ψ : ZMod N → V} {T : Module.End ℂ V} (hψ : Orthonormal ℂ ψ)
    (hT : ∀ k, T (ψ k) = latticePhase N ^ k.val • ψ k) (c : ZMod N → ℂ) (R S : ℕ) :
    ⟪(T ^ R) (orbital ψ c), (T ^ S) (orbital ψ c)⟫_ℂ
      = ∑ k : ZMod N, ((‖c k‖ ^ 2 : ℝ) : ℂ)
          * latticePhase N ^ ((k.val : ℤ) * ((S : ℤ) - (R : ℤ))) := by
  have hw : conj (latticePhase N) = (latticePhase N)⁻¹ := by
    unfold latticePhase
    rw [← Complex.exp_conj, ← Complex.exp_neg]
    congr 1
    simp only [map_div₀, map_mul, Complex.conj_I, Complex.conj_ofReal, map_natCast, map_ofNat]
    ring
  have hz : ∀ m : ℕ, latticePhase N ^ ((m : ℤ) * ((S : ℤ) - (R : ℤ)))
      = (latticePhase N)⁻¹ ^ (m * R) * latticePhase N ^ (m * S) := by
    intro m
    have e : (m : ℤ) * ((S : ℤ) - (R : ℤ)) = ((m * S : ℕ) : ℤ) - ((m * R : ℕ) : ℤ) := by
      push_cast
      ring
    have hw0 : latticePhase N ≠ 0 := Complex.exp_ne_zero _
    rw [e, zpow_sub₀ hw0, zpow_natCast,
      zpow_natCast, inv_pow, div_eq_mul_inv, mul_comm]
  rw [translate_orbital hT, translate_orbital hT]
  refine (hψ.inner_sum (fun k => latticePhase N ^ (k.val * R) * c k)
    (fun k => latticePhase N ^ (k.val * S) * c k) Finset.univ).trans ?_
  refine Finset.sum_congr rfl fun k _ => ?_
  have hc : conj (c k) * c k = ((‖c k‖ ^ 2 : ℝ) : ℂ) := by
    rw [mul_comm, Complex.mul_conj, Complex.normSq_eq_norm_sq]
  rw [hz, map_mul, map_pow, hw, ← hc]
  ring
```

## Bloch states diagonalise the Hamiltonian

The hypothesis `hH`, $H\psi_k=E_k\psi_k$, describes a single non-interacting band. It gives $HT^R\phi=\sum_kE_kw^{kR}c_k\psi_k$, hence

$$\langle\phi,HT^R\phi\rangle=\sum_k|c_k|^2E_kw^{kR}.$$

The energies may be complex; a Hermitian $H$ makes them real. Without `hH`, orthonormality of the translates is unaffected, but the hopping can also contain off-diagonal elements $\langle\psi_q,H\psi_k\rangle$ with $q\neq k$, for instance when disorder breaks the translation symmetry of $H$.

```lean
/-- For orthonormal `ψₖ` with `T ψₖ = w^k ψₖ` and `H ψₖ = Eₖ ψₖ`, the matrix element `⟨φ, H T^R φ⟩`
of an orbital `φ = ∑ₖ cₖ ψₖ` is the Fourier sum of the band weighted by `|cₖ|²`. -/
theorem hopping_orbital {ψ : ZMod N → V} {T H : Module.End ℂ V} {E : ZMod N → ℂ}
    (hψ : Orthonormal ℂ ψ) (hT : ∀ k, T (ψ k) = latticePhase N ^ k.val • ψ k)
    (hH : ∀ k, H (ψ k) = E k • ψ k) (c : ZMod N → ℂ) (R : ℕ) :
    ⟪orbital ψ c, H ((T ^ R) (orbital ψ c))⟫_ℂ
      = ∑ k : ZMod N, ((‖c k‖ ^ 2 : ℝ) : ℂ) * (E k * latticePhase N ^ (k.val * R)) := by
  have hO : ∀ d : ZMod N → ℂ, H (orbital ψ d) = orbital ψ (fun k => E k * d k) := by
    intro d
    unfold orbital
    rw [map_sum]
    refine Finset.sum_congr rfl fun k _ => ?_
    rw [map_smul, hH, smul_smul, mul_comm]
  rw [translate_orbital hT, hO]
  refine (hψ.inner_sum c (fun k => E k * (latticePhase N ^ (k.val * R) * c k))
    Finset.univ).trans ?_
  refine Finset.sum_congr rfl fun k _ => ?_
  have hc : conj (c k) * c k = ((‖c k‖ ^ 2 : ℝ) : ℂ) := by
    rw [mul_comm, Complex.mul_conj, Complex.normSq_eq_norm_sq]
  rw [← hc]
  ring
```

## Every momentum has weight $1/N$

This condition on the orbital is both sufficient and necessary for its $N$ translates to be orthonormal. If $|c_k|^2=1/N$, the overlap is $N^{-1}\sum_kw^{k(S-R)}$. For $0\le R,S<N$, $N$ divides $S-R$ only when $R=S$, so the overlap is $\delta_{RS}$.

Conversely, suppose the translates are orthonormal. Then $\langle\phi,T^R\phi\rangle=\delta_{R0}$, and Fourier inversion gives

$$1=\sum_{R=0}^{N-1}w^{-qR}\langle\phi,T^R\phi\rangle=\sum_k|c_k|^2\sum_{R=0}^{N-1}w^{R(k-q)}=N|c_q|^2.$$

The proof computes this sum twice, as `lhs` and `rhs`. With unequal weights orthonormality fails: for $N=2$, $\phi=\psi_0$ is its own translate.

```lean
/-- For orthonormal `ψₖ` with `T ψₖ = w^k ψₖ`, the `N` translates of an orbital are
orthonormal exactly when each Bloch weight `|cₖ|²` equals `1/N`. -/
theorem orthonormal_translates_iff {ψ : ZMod N → V} {T : Module.End ℂ V}
    (hψ : Orthonormal ℂ ψ) (hT : ∀ k, T (ψ k) = latticePhase N ^ k.val • ψ k)
    (c : ZMod N → ℂ) :
    Orthonormal ℂ (fun R : Fin N => (T ^ (R : ℕ)) (orbital ψ c))
      ↔ ∀ k, ‖c k‖ ^ 2 = 1 / (N : ℝ) := by
  have hpos : 0 < N := Nat.pos_of_ne_zero (NeZero.ne N)
  have hdvd : ∀ a b : ℕ, a < N → b < N → (N : ℤ) ∣ (a : ℤ) - (b : ℤ) → a = b := by
    rintro a b ha hb ⟨m, hm⟩
    have h1 : m < 1 := by by_contra h; push Not at h; nlinarith
    have h2 : -1 < m := by by_contra h; push Not at h; nlinarith
    have h3 : m = 0 := by omega
    rw [h3, mul_zero] at hm
    omega
  rw [orthonormal_iff_ite]
  constructor
  · intro h q
    have h0 : ⟪(T ^ 0) (orbital ψ c), (T ^ 0) (orbital ψ c)⟫_ℂ = 1 :=
      (h ⟨0, hpos⟩ ⟨0, hpos⟩).trans (if_pos rfl)
    have h1 : ∀ R ∈ Finset.range N, R ≠ 0 →
        ⟪(T ^ 0) (orbital ψ c), (T ^ R) (orbital ψ c)⟫_ℂ = 0 := fun R hR hn =>
      (h ⟨0, hpos⟩ ⟨R, Finset.mem_range.mp hR⟩).trans
        (if_neg fun e => hn (congrArg Fin.val e).symm)
    -- Fourier inversion of the overlaps isolates the weight at momentum q
    have lhs : ∑ R ∈ Finset.range N, latticePhase N ^ ((R : ℤ) * (-(q.val : ℤ)))
        * ⟪(T ^ 0) (orbital ψ c), (T ^ R) (orbital ψ c)⟫_ℂ = 1 := by
      rw [Finset.sum_eq_single 0 (fun R hR hn => by rw [h1 R hR hn, mul_zero])
        (fun hn => absurd (Finset.mem_range.mpr hpos) hn), h0]
      simp
    have rhs : ∑ R ∈ Finset.range N, latticePhase N ^ ((R : ℤ) * (-(q.val : ℤ)))
        * ⟪(T ^ 0) (orbital ψ c), (T ^ R) (orbital ψ c)⟫_ℂ
        = ((‖c q‖ ^ 2 : ℝ) : ℂ) * (N : ℂ) := by
      calc _ = ∑ R ∈ Finset.range N, ∑ k : ZMod N, ((‖c k‖ ^ 2 : ℝ) : ℂ)
            * latticePhase N ^ ((R : ℤ) * ((k.val : ℤ) - (q.val : ℤ))) := by
            refine Finset.sum_congr rfl fun R _ => ?_
            rw [inner_translates hψ hT c 0 R, Finset.mul_sum]
            refine Finset.sum_congr rfl fun k _ => ?_
            have e : (R : ℤ) * ((k.val : ℤ) - (q.val : ℤ)) = (R : ℤ) * (-(q.val : ℤ))
                + (k.val : ℤ) * ((R : ℤ) - ((0 : ℕ) : ℤ)) := by
              rw [Nat.cast_zero]
              ring
            have hw0 : latticePhase N ≠ 0 := Complex.exp_ne_zero _
            rw [e, zpow_add₀ hw0]
            exact mul_left_comm _ _ _
        _ = ∑ k : ZMod N, ((‖c k‖ ^ 2 : ℝ) : ℂ)
            * (if (N : ℤ) ∣ (k.val : ℤ) - (q.val : ℤ) then (N : ℂ) else 0) := by
            rw [Finset.sum_comm]
            refine Finset.sum_congr rfl fun k _ => ?_
            rw [← Finset.mul_sum, sum_latticePhase]
        _ = _ := by
            rw [Finset.sum_eq_single q]
            · rw [if_pos (by rw [sub_self]; exact dvd_zero _)]
            · intro k _ hk
              rw [if_neg (fun hd => hk (ZMod.val_injective N
                (hdvd _ _ (ZMod.val_lt k) (ZMod.val_lt q) hd))), mul_zero]
            · intro hq
              exact absurd (Finset.mem_univ q) hq
    rw [eq_div_iff (Nat.cast_ne_zero.mpr (NeZero.ne N))]
    exact_mod_cast rhs.symm.trans lhs
  · intro h R S
    refine (inner_translates hψ hT c R S).trans ?_
    have hz : ∀ f : ℕ → ℂ, ∑ k : ZMod N, f k.val = ∑ i ∈ Finset.range N, f i := by
      intro f
      cases N with
      | zero => exact absurd hpos (lt_irrefl 0)
      | succ n => exact Fin.sum_univ_eq_sum_range f (n + 1)
    have hs : ∑ k : ZMod N, latticePhase N ^ ((k.val : ℤ) * (((S : ℕ) : ℤ) - ((R : ℕ) : ℤ)))
        = if (N : ℤ) ∣ ((S : ℕ) : ℤ) - ((R : ℕ) : ℤ) then (N : ℂ) else 0 :=
      (hz fun i => latticePhase N ^ ((i : ℤ) * (((S : ℕ) : ℤ) - ((R : ℕ) : ℤ)))).trans
        (sum_latticePhase N _)
    -- equal weights leave a bare sum of phases
    simp only [h]
    rw [← Finset.mul_sum, hs]
    by_cases hRS : R = S
    · subst hRS
      rw [if_pos (by rw [sub_self]; exact dvd_zero _), if_pos rfl]
      push_cast
      exact one_div_mul_cancel (Nat.cast_ne_zero.mpr (NeZero.ne N))
    · rw [if_neg (fun hd => hRS (Fin.ext (hdvd _ _ S.isLt R.isLt hd).symm)), if_neg hRS,
        mul_zero]
```

The Wannier function has $c_k=N^{-1/2}$. Its $N$ translates, indexed by `Fin N`, are therefore orthonormal, and for every natural $R$

$$\langle a,HT^Ra\rangle=\frac1N\sum_kE_kw^{kR}.$$

These are the tight-binding parameters of a single band on a finite one-dimensional ring. Spatial localisation does not enter, since `V` carries no position.

```lean
/-- For orthonormal `ψₖ` with `T ψₖ = w^k ψₖ` and `H ψₖ = Eₖ ψₖ`, the `N` translates `T^R a`
of the Wannier function are orthonormal, and `⟨a, H T^R a⟩ = (1/N) ∑ₖ Eₖ w^(kR)`. -/
theorem wannier_translates {ψ : ZMod N → V} {T H : Module.End ℂ V} {E : ZMod N → ℂ}
    (hψ : Orthonormal ℂ ψ) (hT : ∀ k, T (ψ k) = latticePhase N ^ k.val • ψ k)
    (hH : ∀ k, H (ψ k) = E k • ψ k) :
    Orthonormal ℂ (fun R : Fin N => (T ^ (R : ℕ)) (wannier ψ)) ∧
      ∀ R : ℕ, ⟪wannier ψ, H ((T ^ R) (wannier ψ))⟫_ℂ
        = 1 / (N : ℂ) * ∑ k : ZMod N, E k * latticePhase N ^ (k.val * R) := by
  have ha : wannier ψ = orbital ψ (fun _ => ((1 / √(N : ℝ) : ℝ) : ℂ)) := by
    unfold wannier orbital
    rw [Finset.smul_sum]
  have hn : ‖((1 / √(N : ℝ) : ℝ) : ℂ)‖ ^ 2 = 1 / (N : ℝ) := by
    rw [Complex.norm_real, Real.norm_eq_abs, sq_abs, div_pow, one_pow,
      Real.sq_sqrt (Nat.cast_nonneg N)]
  rw [ha]
  refine ⟨(orthonormal_translates_iff hψ hT _).mpr fun _ => hn, fun R => ?_⟩
  rw [hopping_orbital hψ hT hH, ← Finset.mul_sum, hn]
  push_cast
  rfl
```

If no $c_k$ vanishes, replacing it by $c_k/(\sqrt N|c_k|)$ keeps its phase and sets its weight to $1/N$. A vanishing coefficient has no phase to keep.

```lean
/-- For orthonormal `ψₖ` with `T ψₖ = w^k ψₖ`, an orbital with no vanishing Bloch coefficient
acquires orthonormal translates when each `cₖ` is divided by `√N |cₖ|`. -/
theorem orthonormal_translates_normalised {ψ : ZMod N → V} {T : Module.End ℂ V}
    (hψ : Orthonormal ℂ ψ) (hT : ∀ k, T (ψ k) = latticePhase N ^ k.val • ψ k)
    {c : ZMod N → ℂ} (hc : ∀ k, c k ≠ 0) :
    Orthonormal ℂ (fun R : Fin N =>
      (T ^ (R : ℕ)) (orbital ψ fun k => c k / ((√(N : ℝ) * ‖c k‖ : ℝ) : ℂ))) := by
  refine (orthonormal_translates_iff hψ hT _).mpr fun k => ?_
  have h1 : ‖c k‖ ≠ 0 := norm_ne_zero_iff.mpr (hc k)
  have h2 : (N : ℝ) ≠ 0 := Nat.cast_ne_zero.mpr (NeZero.ne N)
  rw [norm_div, Complex.norm_real, Real.norm_eq_abs, div_pow, sq_abs, mul_pow,
    Real.sq_sqrt (Nat.cast_nonneg N)]
  field_simp
```

## Momentum space satisfies every relation

For each $N\ge1$ and any band $E_k$, take the standard basis vectors of $\mathbb C^N$ (the "unit vectors" of the docstring) as Bloch states, with $T$ and $H$ multiplying component $k$ by $w^k$ and $E_k$. The last theorem checks `hψ`, `hT` and `hH` for this model.

```lean
/-- Multiplication of a momentum-space wave function by a function `f` of the momentum. -/
def momentumMul (f : ZMod N → ℂ) : Module.End ℂ (EuclideanSpace ℂ (ZMod N)) where
  toFun x := WithLp.toLp 2 (fun k => f k * x.ofLp k)
  map_add' x y := by
    ext k
    simp [mul_add]
  map_smul' r x := by
    ext k
    simp [mul_left_comm]

/-- In momentum space the unit vectors are orthonormal, and the `k`th one is an eigenvector of
multiplication by the phases `w^q` and by any band `E`, with eigenvalues `w^k` and `Eₖ`. -/
theorem wannier_translates_witness (E : ZMod N → ℂ) :
    Orthonormal ℂ (fun k : ZMod N => EuclideanSpace.single k (1 : ℂ)) ∧
      (∀ k : ZMod N, momentumMul (fun q => latticePhase N ^ q.val)
        (EuclideanSpace.single k (1 : ℂ))
          = latticePhase N ^ k.val • EuclideanSpace.single k (1 : ℂ)) ∧
      ∀ k : ZMod N, momentumMul E (EuclideanSpace.single k (1 : ℂ))
        = E k • EuclideanSpace.single k (1 : ℂ) := by
  have h : ∀ (f : ZMod N → ℂ) (k : ZMod N), momentumMul f (EuclideanSpace.single k (1 : ℂ))
      = f k • EuclideanSpace.single k (1 : ℂ) := by
    intro f k
    ext q
    by_cases hq : q = k
    · subst hq
      simp [momentumMul]
    · simp [momentumMul, hq]
  refine ⟨?_, fun k => h _ k, fun k => h E k⟩
  rw [orthonormal_iff_ite]
  intro i j
  simp [EuclideanSpace.inner_single_left]

end

end WannierTranslates
```

```lean
#print axioms WannierTranslates.wannier_translates
#print axioms WannierTranslates.orthonormal_translates_normalised
```

```
'WannierTranslates.wannier_translates' depends on axioms: [propext, Classical.choice, Quot.sound]
'WannierTranslates.orthonormal_translates_normalised' depends on axioms: [propext, Classical.choice, Quot.sound]
```
